# A four-leg single-photon amplitude can vanish with neither its charge ratios nor its current ratios all equal

The single-photon amplitude is modelled as the finite sum of Q_i J_i / x_i over the legs, with charge Q_i, current factor J_i and propagator denominator x_i. The theorem takes four legs with the rational values Q = (1, −1, 0, 0), J = (1, 1, −2, 0) and x = (1, 1, −1, −1). It states that the denominators, the charges and the current factors each sum to zero and that the amplitude vanishes, although Q_i/x_i differs between legs 0 and 1 and J_i/x_i differs between legs 0 and 2. The attempt substitutes these values, splits the claim into its six parts and runs `norm_num` on each, supplying the definition of the amplitude and the expansion of a four-term sum.

An attempt in Lean 4 with a fault in it:

```lean
import Mathlib

open Finset

namespace RadiationZero

noncomputable section

variable {K ι : Type*} [Field K] [Fintype ι]

/-- The single-photon amplitude `∑ Q_i J_i / x_i`, with charge `Q i`, current factor `J i`
and propagator denominator `x i` on leg `i`. -/
def radiationAmplitude (Q J x : ι → K) : K := ∑ i, Q i * J i / x i

/-- A four-leg amplitude obeying all three sum rules can vanish although neither the charge
ratios nor the current ratios all agree. -/
theorem four_leg_accidental_zero (Q J x : Fin 4 → ℚ) (hQ : Q = ![1, -1, 0, 0])
    (hJ : J = ![1, 1, -2, 0]) (hx : x = ![1, 1, -1, -1]) :
    ∑ i, x i = 0 ∧ ∑ i, Q i = 0 ∧ ∑ i, J i = 0 ∧ radiationAmplitude Q J x = 0 ∧
      Q 1 / x 1 ≠ Q 0 / x 0 ∧ J 2 / x 2 ≠ J 0 / x 0 := by
  subst hQ hJ hx
  refine ⟨?_, ?_, ?_, ?_, ?_, ?_⟩ <;> norm_num [radiationAmplitude, Fin.sum_univ_four]

end

end RadiationZero
```

The error:

```
Main.lean:20:55: error: unsolved goals
case refine_1
⊢ 2 + ![1, 1, -1, -1] 2 + ![1, 1, -1, -1] 3 = 0

case refine_2
⊢ ![1, -1, 0, 0] 2 + ![1, -1, 0, 0] 3 = 0

case refine_3
⊢ 2 + ![1, 1, -2, 0] 2 + ![1, 1, -2, 0] 3 = 0

case refine_4
⊢ ![1, -1, 0, 0] 2 * ![1, 1, -2, 0] 2 / ![1, 1, -1, -1] 2 + ![1, -1, 0, 0] 3 * ![1, 1, -2, 0] 3 / ![1, 1, -1, -1] 3 = 0

case refine_6
⊢ ¬![1, 1, -2, 0] 2 / ![1, 1, -1, -1] 2 = 1
```

The change, after which it compiles:

```diff
@@ -20,5 +20,22 @@
       Q 1 / x 1 ≠ Q 0 / x 0 ∧ J 2 / x 2 ≠ J 0 / x 0 := by
   subst hQ hJ hx
-  refine ⟨?_, ?_, ?_, ?_, ?_, ?_⟩ <;> norm_num [radiationAmplitude, Fin.sum_univ_four]
+  refine ⟨?_, ?_, ?_, ?_, ?_, ?_⟩
+  · rw [Fin.sum_univ_four]
+    change (1 : ℚ) + 1 + (-1) + (-1) = 0
+    norm_num
+  · rw [Fin.sum_univ_four]
+    change (1 : ℚ) + (-1) + 0 + 0 = 0
+    norm_num
+  · rw [Fin.sum_univ_four]
+    change (1 : ℚ) + 1 + (-2) + 0 = 0
+    norm_num
+  · unfold radiationAmplitude
+    rw [Fin.sum_univ_four]
+    change (1 : ℚ) * 1 / 1 + (-1) * 1 / 1 + 0 * (-2) / (-1) + 0 * 0 / (-1) = 0
+    norm_num
+  · change (-1 : ℚ) / 1 ≠ 1 / 1
+    norm_num
+  · change (-2 : ℚ) / (-1) ≠ 1 / 1
+    norm_num
 
 end
```

Diagnosis. The single error lists five goals that `norm_num` left open. In the four sums, `Fin.sum_univ_four` did expand the sum, and the entries at indices 0 and 1 were evaluated. Entries at 2 and 3, such as `![1, 1, -1, -1] 2`, stayed as unevaluated vector lookups, so the arithmetic could not finish. The last inequality stuck on index 2 in the same way. The fifth part, which uses only indices 0 and 1, was closed.

The repair treats each part separately. For the sums, `rw [Fin.sum_univ_four]` exposes the four terms, after `unfold radiationAmplitude` in the case of the amplitude. Then `change` restates the goal with the actual numbers, which Lean accepts because each lookup is equal to its entry by definition. `norm_num` is left with plain rational arithmetic. The last inequality needs only the `change` before `norm_num`. The same step in the fifth part is mere tidying, since that goal had not failed.
